# With a nilpotent cluster operator that never leads back to the reference, the coupled-cluster state has norm 1 exactly when the operator annihilates the reference

The setting is a finite basis of determinants, with a nilpotent complex matrix `T` as cluster operator and a reference determinant `r` whose row in `T` is zero, so that `T` never leads back to it. The coupled-cluster state exp(`T`)e_r is not normalised to unit length; its reference amplitude is 1. `normSquared_eq_one_iff` states that its squared norm is 1 exactly when `T` e_r = 0. For the forward direction, the attempt shows that all other amplitudes vanish, writes exp(`T`) as `S * T * T + T + 1` with `S` commuting with `T`, and finds that `T` e_r is fixed by the nilpotent matrix `-(S * T)`, hence zero. The converse follows by putting `T` e_r = 0 into the same expansion.

An attempt in Lean 4 with a fault in it:

```lean
import Mathlib

open Matrix
open scoped ComplexOrder

namespace VariationalClusterEnergy

noncomputable section

variable {n : Type*} [Fintype n] [DecidableEq n]

/-- The coupled-cluster state `exp(T) e_r` built on the reference determinant `r`. -/
def ccState (T : Matrix n n ℂ) (r : n) : n → ℂ :=
  NormedSpace.exp T *ᵥ Pi.single r 1

/-- The squared norm of a state, the sum of its squared amplitudes. -/
def normSquared (ψ : n → ℂ) : ℝ := ∑ i, ‖ψ i‖ ^ 2

/-- The exponential series of a cluster operator converges to its matrix exponential. -/
theorem exp_hasSum (T : Matrix n n ℂ) :
    HasSum (fun k : ℕ => ((k.factorial : ℂ)⁻¹) • T ^ k) (NormedSpace.exp T) := by
  let _ : NormedRing (Matrix n n ℂ) := Matrix.linftyOpNormedRing
  let _ : NormedAlgebra ℂ (Matrix n n ℂ) := Matrix.linftyOpNormedAlgebra
  exact NormedSpace.exp_series_hasSum_exp' (𝕂 := ℂ) T

/-- If `T ^ N = 0`, the exponential series of `T` terminates before order `N`. -/
theorem exp_eq_sum {T : Matrix n n ℂ} {N : ℕ} (hN : T ^ N = 0) :
    NormedSpace.exp T = ∑ k ∈ Finset.range N, ((k.factorial : ℂ)⁻¹) • T ^ k := by
  refine (exp_hasSum T).unique (hasSum_sum_of_ne_finset_zero fun k hk => ?_)
  have hle : N ≤ k := by simpa using hk
  rw [pow_eq_zero_of_le hle hN, smul_zero]

/-- Intermediate normalisation: if `T` never leads back to the reference, the reference
amplitude of the coupled-cluster state is 1. -/
theorem reference_amplitude {T : Matrix n n ℂ} {r : n} (hT : ∀ j, T r j = 0) :
    ccState T r r = 1 := by
  have h1 : HasSum (fun k : ℕ => (((k.factorial : ℂ)⁻¹) • T ^ k) r r)
      (NormedSpace.exp T r r) :=
    (exp_hasSum T).map (⟨⟨fun M => M r r, rfl⟩, fun _ _ => rfl⟩ : Matrix n n ℂ →+ ℂ)
      (continuous_id.matrix_elem r r)
  -- only the zeroth order contributes to the reference row
  have h2 := hasSum_single (f := fun k : ℕ => (((k.factorial : ℂ)⁻¹) • T ^ k) r r) 0
    (fun k hk => by
      obtain ⟨l, rfl⟩ := Nat.exists_eq_succ_of_ne_zero hk
      have h0 : (T ^ (l + 1)) r r = 0 := by
        rw [pow_succ', Matrix.mul_apply]
        simp [hT]
      change ((l + 1).factorial : ℂ)⁻¹ * (T ^ (l + 1)) r r = 0
      rw [h0, mul_zero])
  have h3 : NormedSpace.exp T r r = 1 := by
    rw [h1.unique h2]
    simp
  simpa [ccState] using h3

/-- For nilpotent `T` that never leads back to the reference, the coupled-cluster state has squared
norm 1 exactly when `T` annihilates the reference determinant. -/
theorem normSquared_eq_one_iff {T : Matrix n n ℂ} {r : n} (hT : ∀ j, T r j = 0)
    (hnil : IsNilpotent T) :
    normSquared (ccState T r) = 1 ↔ T *ᵥ Pi.single r 1 = 0 := by
  obtain ⟨N, hN⟩ := hnil
  -- split off the first two orders: exp T = S T T + T + 1
  obtain ⟨S, hc, hS⟩ : ∃ S : Matrix n n ℂ, Commute S T ∧
      NormedSpace.exp T = S * T * T + T + 1 := by
    refine ⟨∑ k ∈ Finset.range N, (((k + 1 + 1).factorial : ℂ)⁻¹) • T ^ k,
      Commute.sum_left _ _ _ fun k _ => ((Commute.refl T).pow_left k).smul_left _, ?_⟩
    rw [exp_eq_sum (N := N + 2) (by rw [pow_add, hN, zero_mul]),
      Finset.sum_range_succ', Finset.sum_range_succ', Finset.sum_mul, Finset.sum_mul]
    simp only [pow_succ, pow_zero, one_mul, smul_mul_assoc, zero_add,
      Nat.factorial_zero, Nat.factorial_one, Nat.cast_one, inv_one, one_smul]
  have hψ : ccState T r = (S * T) *ᵥ (T *ᵥ Pi.single r 1) + T *ᵥ Pi.single r 1
      + Pi.single r 1 := by
    rw [ccState, hS, Matrix.add_mulVec, Matrix.add_mulVec, Matrix.one_mulVec,
      Matrix.mulVec_mulVec]
  constructor
  · intro h
    -- all amplitudes outside the reference vanish
    have he : ccState T r = Pi.single r 1 := by
      have hsum := Finset.add_sum_erase Finset.univ
        (fun i => ‖ccState T r i‖ ^ 2) (Finset.mem_univ r)
      have hr : ‖ccState T r r‖ ^ 2 = 1 := by simp [reference_amplitude hT]
      unfold normSquared at h
      ext i
      by_cases hi : i = r
      · subst hi
        simp [reference_amplitude hT]
      · have hle := Finset.single_le_sum (f := fun i => ‖ccState T r i‖ ^ 2)
          (s := Finset.univ.erase r) (fun i _ => by positivity)
          (Finset.mem_erase.2 ⟨hi, Finset.mem_univ i⟩)
        have hz : ‖ccState T r i‖ ^ 2 = 0 :=
          le_antisymm (by dsimp only at hsum hle; linarith) (by positivity)
        have hz' : ccState T r i = 0 := norm_eq_zero.1 (pow_eq_zero_iff two_ne_zero |>.1 hz)
        simp [hz', hi]
    rw [he] at hψ
    have hv : (-(S * T)) *ᵥ (T *ᵥ Pi.single r 1) = T *ᵥ Pi.single r 1 := by
      rw [Matrix.neg_mulVec]
      linear_combination (norm := module) hψ
    -- a vector fixed by a nilpotent matrix is zero
    have hk : ∀ k : ℕ, ((-(S * T)) ^ k) *ᵥ (T *ᵥ Pi.single r 1) = T *ᵥ Pi.single r 1 := by
      intro k
      induction k with
      | zero => rw [pow_zero, Matrix.one_mulVec]
      | succ k ih => rw [pow_succ, ← Matrix.mulVec_mulVec, hv, ih]
    rw [← hk N, neg_pow, hc.mul_pow, hN, mul_zero, mul_zero, Matrix.zero_mulVec]
  · intro h
    rw [hψ, h, Matrix.mulVec_zero, zero_add, zero_add, normSquared,
      Finset.sum_eq_single r (fun i _ hi => by simp [hi]) (fun hr => by simp at hr)]
    simp

end

end VariationalClusterEnergy
```

Messages:

```
Main.lean:90:26: error: `dsimp` made no progress
```

What went wrong. The one error concerns a preparatory step, not the mathematics. `dsimp only at hsum hle` was meant to tidy the two hypotheses before `linarith`, by turning any applied function such as `(fun i => ‖ccState T r i‖ ^ 2) r` into `‖ccState T r r‖ ^ 2`. Lean reports that `dsimp` made no progress: the hypotheses were already in reduced form, so there was nothing to rewrite, and `dsimp` treats that as an error instead of passing on.

The repair deletes the `dsimp only` call, which removes the error, and leaves `linarith` to do the arithmetic. It also writes out the types of `hsum` and `hle`, so that the norms and sums `linarith` needs are in plain form by declaration. As the hypotheses already had nothing for `dsimp only` to reduce, these annotations are a safeguard and an aid to reading, not the cure for the reported error.

The mended proof, as a diff:

```diff
@@ -76,5 +76,6 @@
     -- all amplitudes outside the reference vanish
     have he : ccState T r = Pi.single r 1 := by
-      have hsum := Finset.add_sum_erase Finset.univ
+      have hsum : ‖ccState T r r‖ ^ 2 + ∑ i ∈ Finset.univ.erase r, ‖ccState T r i‖ ^ 2
+          = ∑ i, ‖ccState T r i‖ ^ 2 := Finset.add_sum_erase Finset.univ
         (fun i => ‖ccState T r i‖ ^ 2) (Finset.mem_univ r)
       have hr : ‖ccState T r r‖ ^ 2 = 1 := by simp [reference_amplitude hT]
@@ -84,9 +85,10 @@
       · subst hi
         simp [reference_amplitude hT]
-      · have hle := Finset.single_le_sum (f := fun i => ‖ccState T r i‖ ^ 2)
+      · have hle : ‖ccState T r i‖ ^ 2 ≤ ∑ j ∈ Finset.univ.erase r, ‖ccState T r j‖ ^ 2 :=
+          Finset.single_le_sum (f := fun i => ‖ccState T r i‖ ^ 2)
           (s := Finset.univ.erase r) (fun i _ => by positivity)
           (Finset.mem_erase.2 ⟨hi, Finset.mem_univ i⟩)
         have hz : ‖ccState T r i‖ ^ 2 = 0 :=
-          le_antisymm (by dsimp only at hsum hle; linarith) (by positivity)
+          le_antisymm (by linarith) (by positivity)
         have hz' : ccState T r i = 0 := norm_eq_zero.1 (pow_eq_zero_iff two_ne_zero |>.1 hz)
         simp [hz', hi]
```
